# Energy derivatives in variational Monte Carlo: the average local-energy derivative plus twice a covariance, for real wave functions without zeros on finitely many configurations

A variational Monte Carlo run samples configurations i with probability proportional to ψ_i² and averages the local energy. Suppose a nucleus is displaced by changing a parameter R. The Hamiltonian changes, but so does the trial wave function, and with it the sampling distribution. Averaging the derivative of the local energy misses the change in the distribution. The missing part is twice a covariance, which can be evaluated from the same samples if the derivative of ψ_i with respect to R is available on each of them.

Here the configurations form a finite set, the Lean type `n`, and stand for an orthonormal basis that does not move with R. The matrix H(R) and the vector ψ(R) in this basis are taken to be real.

```lean
import Mathlib

open Matrix Topology

namespace LocalEnergyForce

noncomputable section

variable {n : Type*} [Fintype n]
```

## Averages, local energy and Rayleigh quotient

Write ⟨a, b⟩ = Σ_i a_i b_i, which is `a ⬝ᵥ b` in Lean; `A *ᵥ φ` is the matrix-vector product Aφ. For a fixed vector φ, which need not be normalised, the average of a function f of the configuration is

mean(f) = Σ_i φ_i² f_i / ⟨φ, φ⟩.

This is the exact average over the distribution, without sampling error.

```lean
/-- Average of `f` over configurations with weights `φ i ^ 2 / ⟨φ, φ⟩`. -/
def mean (φ f : n → ℝ) : ℝ := (∑ i, φ i ^ 2 * f i) / (φ ⬝ᵥ φ)
```

The covariance is the average of the product minus the product of the averages:

cov(f, g) = mean(fg) − mean(f) mean(g).

```lean
/-- Covariance of `f` and `g` under the weights `φ i ^ 2 / ⟨φ, φ⟩`. -/
def cov (φ f g : n → ℝ) : ℝ :=
  mean φ (fun i => f i * g i) - mean φ f * mean φ g
```

The local energy of a matrix A on configuration i is

E_L(i) = (Aφ)_i / φ_i.

```lean
/-- Local energy `(A φ) i / φ i` of the Hamiltonian `A` on configuration `i`. -/
def localEnergy (A : Matrix n n ℝ) (φ : n → ℝ) (i : n) : ℝ := (A *ᵥ φ) i / φ i
```

The variational energy is the Rayleigh quotient

Q = ⟨φ, Aφ⟩ / ⟨φ, φ⟩.

```lean
/-- Rayleigh quotient `⟨φ, A φ⟩ / ⟨φ, φ⟩`. -/
def rayleigh (A : Matrix n n ℝ) (φ : n → ℝ) : ℝ := (φ ⬝ᵥ A *ᵥ φ) / (φ ⬝ᵥ φ)
```

If no φ_i is zero and there is at least one configuration, then ⟨φ, φ⟩ is a non-empty sum of positive squares, hence positive.

```lean
lemma norm_pos [Nonempty n] {φ : n → ℝ} (h0 : ∀ i, φ i ≠ 0) : 0 < φ ⬝ᵥ φ := by
  unfold dotProduct
  exact Finset.sum_pos (fun i _ => mul_self_pos.2 (h0 i)) Finset.univ_nonempty
```

For symmetric A, moving the matrix to the other factor gives

⟨a, Ab⟩ = ⟨Aa, b⟩ = ⟨b, Aa⟩.

```lean
lemma dot_symm {A : Matrix n n ℝ} (hA : A.IsSymm) (a b : n → ℝ) :
    a ⬝ᵥ A *ᵥ b = b ⬝ᵥ A *ᵥ a := by
  rw [Matrix.dotProduct_mulVec a A b, ← Matrix.mulVec_transpose, hA.eq,
    dotProduct_comm (A *ᵥ a) b]
```

The weights φ_i²/⟨φ, φ⟩ add up to one, so a constant c has average c.

```lean
lemma mean_const [Nonempty n] {φ : n → ℝ} (h0 : ∀ i, φ i ≠ 0) (c : ℝ) :
    mean φ (fun _ => c) = c := by
  have hs : ∑ i, φ i ^ 2 = φ ⬝ᵥ φ := by simp only [dotProduct, sq]
  unfold mean
  rw [← Finset.sum_mul, hs, mul_div_cancel_left₀ c (norm_pos h0).ne']
```

## The covariance in scalar products

Let v be any vector; later it will be the derivative of ψ. The factors φ_i² cancel the denominators in each average:

φ_i² E_L(i) (v_i/φ_i) = v_i (Aφ)_i
φ_i² (v_i/φ_i) = φ_i v_i
φ_i² E_L(i) = φ_i (Aφ)_i

Summing over i and dividing by ⟨φ, φ⟩ gives

cov(E_L, v/φ) = ⟨v, Aφ⟩/⟨φ, φ⟩ − Q ⟨φ, v⟩/⟨φ, φ⟩.

The three sums are `h1`, `h2` and `h3` in the proof. The third one says that mean(E_L) = Q: for φ without zero entries, the average of the local energy is the variational energy.

```lean
/-- For `φ` without zero entries, the covariance of the local energy with `v i / φ i`, written with
scalar products. -/
theorem cov_localEnergy (A : Matrix n n ℝ) {φ : n → ℝ} (h0 : ∀ i, φ i ≠ 0) (v : n → ℝ) :
    cov φ (localEnergy A φ) (fun i => v i / φ i) =
      (v ⬝ᵥ A *ᵥ φ) / (φ ⬝ᵥ φ) - rayleigh A φ * ((φ ⬝ᵥ v) / (φ ⬝ᵥ φ)) := by
  have h1 : ∑ i, φ i ^ 2 * (localEnergy A φ i * (v i / φ i)) = v ⬝ᵥ A *ᵥ φ := by
    simp only [dotProduct, localEnergy]
    refine Finset.sum_congr rfl fun i _ => ?_
    have := h0 i
    field_simp
  have h2 : ∑ i, φ i ^ 2 * (v i / φ i) = φ ⬝ᵥ v := by
    simp only [dotProduct]
    refine Finset.sum_congr rfl fun i _ => ?_
    have := h0 i
    field_simp
  have h3 : ∑ i, φ i ^ 2 * localEnergy A φ i = φ ⬝ᵥ A *ᵥ φ := by
    simp only [dotProduct, localEnergy]
    refine Finset.sum_congr rfl fun i _ => ?_
    have := h0 i
    field_simp
  simp only [cov, mean, rayleigh, h1, h2, h3]
```

If Aφ = Eφ, then E_L(i) = Eφ_i/φ_i = E wherever φ_i ≠ 0.

```lean
lemma localEnergy_eigen {A : Matrix n n ℝ} {φ : n → ℝ} {E : ℝ} {i : n}
    (hE : A *ᵥ φ = E • φ) (h : φ i ≠ 0) : localEnergy A φ i = E := by
  simp only [localEnergy, hE, Pi.smul_apply, smul_eq_mul]
  exact mul_div_cancel_right₀ E h
```

For such an eigenvector without zero entries the local energy is constant, and for every g

cov(E, g) = E mean(g) − E mean(g) = 0.

```lean
/-- For an eigenvector without zero entries, the covariance of the local energy with any
function of the configuration vanishes. -/
theorem cov_eq_zero_of_eigenvector [Nonempty n] {A : Matrix n n ℝ} {φ : n → ℝ} {E : ℝ}
    (h0 : ∀ i, φ i ≠ 0) (hE : A *ᵥ φ = E • φ) (g : n → ℝ) :
    cov φ (localEnergy A φ) g = 0 := by
  have hL : localEnergy A φ = fun _ => E := funext fun i => localEnergy_eigen hE (h0 i)
  have h1 : ∑ i, φ i ^ 2 * (E * g i) = E * ∑ i, φ i ^ 2 * g i := by
    rw [Finset.mul_sum]
    exact Finset.sum_congr rfl fun i _ => by ring
  rw [hL]
  unfold cov
  rw [mean_const h0]
  simp only [mean, h1]
  ring
```

For general f and g, set δf_i = f_i − mean(f) and δg_i = g_i − mean(g). Expanding the product shows that

cov(f, g) = Σ_i (φ_i δf_i)(φ_i δg_i) / ⟨φ, φ⟩,

which is `hc` below. The Cauchy-Schwarz inequality for the vectors φ_i δf_i and φ_i δg_i, divided by ⟨φ, φ⟩², yields

cov(f, g)² ≤ cov(f, f) cov(g, g).

```lean
/-- Cauchy-Schwarz inequality for the covariance. -/
theorem cov_sq_le [Nonempty n] {φ : n → ℝ} (h0 : ∀ i, φ i ≠ 0) (f g : n → ℝ) :
    cov φ f g ^ 2 ≤ cov φ f f * cov φ g g := by
  have hN := (norm_pos h0).ne'
  -- the covariance is the average product of the deviations from the means
  have hc : ∀ f g : n → ℝ, cov φ f g =
      (∑ i, (φ i * (f i - mean φ f)) * (φ i * (g i - mean φ g))) / (φ ⬝ᵥ φ) := by
    intro f g
    have h : ∀ a b : ℝ, ∑ i, (φ i * (f i - a)) * (φ i * (g i - b)) =
        ∑ i, φ i ^ 2 * (f i * g i) - b * ∑ i, φ i ^ 2 * f i
          - a * ∑ i, φ i ^ 2 * g i + a * b * (φ ⬝ᵥ φ) := by
      intro a b
      simp only [dotProduct, Finset.mul_sum, ← Finset.sum_sub_distrib,
        ← Finset.sum_add_distrib]
      exact Finset.sum_congr rfl fun i _ => by ring
    rw [h]
    simp only [cov, mean]
    field_simp
    ring
  have h := Finset.sum_mul_sq_le_sq_mul_sq Finset.univ
    (fun i => φ i * (f i - mean φ f)) (fun i => φ i * (g i - mean φ g))
  rw [hc f g, hc f f, hc g g, div_pow, div_mul_div_comm]
  simp only [← sq]
  exact div_le_div_of_nonneg_right h (sq_nonneg _)
```

## Moving the Hamiltonian and the wave function

Now H and ψ depend on a parameter r, and derivatives are taken at r = R. The matrix H' and the vector ψ' hold the entrywise derivatives at that point. In Lean, `HasDerivAt f d R` says that f is differentiable at R with derivative d. The product rule in each term of Σ_j H_ij ψ_j gives

d(Hψ)_i/dR = (H'ψ)_i + (Hψ')_i.

```lean
variable {H : ℝ → Matrix n n ℝ} {H' : Matrix n n ℝ} {ψ : ℝ → n → ℝ} {ψ' : n → ℝ} {R : ℝ}

lemma hasDerivAt_mulVec (hH : ∀ i j, HasDerivAt (fun r => H r i j) (H' i j) R)
    (hψ : ∀ i, HasDerivAt (fun r => ψ r i) (ψ' i) R) (i : n) :
    HasDerivAt (fun r => (H r *ᵥ ψ r) i) ((H' *ᵥ ψ R) i + (H R *ᵥ ψ') i) R := by
  have h : HasDerivAt (fun r => ∑ j, H r i j * ψ r j)
      (∑ j, (H' i j * ψ R j + H R i j * ψ' j)) R :=
    HasDerivAt.fun_sum fun j _ => (hH i j).fun_mul (hψ j)
  rw [Finset.sum_add_distrib] at h
  exact h
```

The quotient rule then gives, wherever ψ_i ≠ 0,

dE_L(i)/dR = [(H'ψ)_i + (Hψ')_i]/ψ_i − E_L(i) ψ'_i/ψ_i.

```lean
/-- Derivative of the local energy on one configuration when both the Hamiltonian and the
wave function move. -/
theorem hasDerivAt_localEnergy (hH : ∀ i j, HasDerivAt (fun r => H r i j) (H' i j) R)
    (hψ : ∀ i, HasDerivAt (fun r => ψ r i) (ψ' i) R) {i : n} (h0 : ψ R i ≠ 0) :
    HasDerivAt (fun r => localEnergy (H r) (ψ r) i)
      (((H' *ᵥ ψ R) i + (H R *ᵥ ψ') i) / ψ R i
        - localEnergy (H R) (ψ R) i * (ψ' i / ψ R i)) R := by
  refine ((hasDerivAt_mulVec hH hψ i).fun_div (hψ i) h0).congr_deriv ?_
  simp only [localEnergy]
  field_simp
```

Multiply by ψ_i² and sum over i:

Σ_i ψ_i² dE_L(i)/dR = ⟨ψ, H'ψ⟩ + ⟨ψ, Hψ'⟩ − ⟨ψ', Hψ⟩.

This is `key` in the proof. Since H(R) is symmetric, the last two terms cancel, and

mean(dE_L/dR) = ⟨ψ, H'ψ⟩/⟨ψ, ψ⟩.

The right-hand side is the Hellmann-Feynman expression, obtained here for a trial vector that need not be an eigenvector. In general it is only part of the energy derivative.

```lean
/-- If `H R` is symmetric and `ψ R` has no zero entries, the average of the local-energy derivative
is the Hellmann-Feynman term `⟨ψ, H' ψ⟩ / ⟨ψ, ψ⟩`. -/
theorem mean_deriv_localEnergy (hs : (H R).IsSymm)
    (hH : ∀ i j, HasDerivAt (fun r => H r i j) (H' i j) R)
    (hψ : ∀ i, HasDerivAt (fun r => ψ r i) (ψ' i) R) (h0 : ∀ i, ψ R i ≠ 0) :
    mean (ψ R) (fun i => deriv (fun r => localEnergy (H r) (ψ r) i) R) =
      rayleigh H' (ψ R) := by
  have key : ∑ i, ψ R i ^ 2 * deriv (fun r => localEnergy (H r) (ψ r) i) R =
      ψ R ⬝ᵥ H' *ᵥ ψ R + ψ R ⬝ᵥ H R *ᵥ ψ' - ψ' ⬝ᵥ H R *ᵥ ψ R := by
    simp only [dotProduct, ← Finset.sum_add_distrib, ← Finset.sum_sub_distrib]
    refine Finset.sum_congr rfl fun i _ => ?_
    have h : ψ R i * (ψ R i)⁻¹ = 1 := mul_inv_cancel₀ (h0 i)
    rw [(hasDerivAt_localEnergy hH hψ (h0 i)).deriv]
    simp only [localEnergy]
    linear_combination (ψ R i * ((H' *ᵥ ψ R) i + (H R *ᵥ ψ') i)
      - (H R *ᵥ ψ R) i * ψ' i * (ψ R i * (ψ R i)⁻¹ + 1)) * h
  -- the terms with the moving wave function cancel by symmetry of `H R`
  unfold mean rayleigh
  rw [key, dot_symm hs (ψ R) ψ', add_sub_cancel_right]
```

## The complete energy derivative

By symmetry, the numerator and denominator of Q have the derivatives

d⟨ψ, Hψ⟩/dR = ⟨ψ, H'ψ⟩ + 2⟨ψ', Hψ⟩
d⟨ψ, ψ⟩/dR = 2⟨ψ, ψ'⟩

The quotient rule gives

dQ/dR = ⟨ψ, H'ψ⟩/⟨ψ, ψ⟩ + 2[⟨ψ', Hψ⟩/⟨ψ, ψ⟩ − Q⟨ψ, ψ'⟩/⟨ψ, ψ⟩].

Because d ln|ψ_i|/dR = ψ'_i/ψ_i, the bracket is the covariance computed above with v = ψ'. Therefore

dQ/dR = mean(dE_L/dR) + 2 cov(E_L, d ln|ψ|/dR).

The theorem assumes that H(R) is symmetric, that the entries of H and ψ are differentiable at R, and that no ψ_i(R) is zero. Its conclusion contains the actual derivatives of E_L and ln|ψ|, written with `deriv`. In the proof, `hnum` is the derivative of the numerator before symmetry is used, `hden` is that of the denominator, and `hg` identifies the logarithmic derivative. Symmetry enters afterwards, through `dot_symm`.

For variational Monte Carlo forces, which are −dQ/dR, this identifies the correction due to the moving trial function, within a model that has finitely many configurations and a real wave function without zeros. It does not treat continuous electron coordinates or the nodal surfaces of fermionic wave functions.

```lean
/-- If `H R` is symmetric and `ψ R` has no zero entries, the derivative of the Rayleigh quotient is
the average of the local-energy derivative plus twice the covariance of the local energy with the
derivative of `ln |ψ|`. -/
theorem hasDerivAt_rayleigh [Nonempty n] (hs : (H R).IsSymm)
    (hH : ∀ i j, HasDerivAt (fun r => H r i j) (H' i j) R)
    (hψ : ∀ i, HasDerivAt (fun r => ψ r i) (ψ' i) R) (h0 : ∀ i, ψ R i ≠ 0) :
    HasDerivAt (fun r => rayleigh (H r) (ψ r))
      (mean (ψ R) (fun i => deriv (fun r => localEnergy (H r) (ψ r) i) R)
        + 2 * cov (ψ R) (localEnergy (H R) (ψ R))
            (fun i => deriv (fun r => Real.log |ψ r i|) R)) R := by
  have hN := (norm_pos h0).ne'
  have hg : (fun i => deriv (fun r => Real.log |ψ r i|) R) = fun i => ψ' i / ψ R i := by
    funext i
    simp only [Real.log_abs]
    exact ((hψ i).log (h0 i)).deriv
  have hnum : HasDerivAt (fun r => ψ r ⬝ᵥ H r *ᵥ ψ r)
      (ψ' ⬝ᵥ H R *ᵥ ψ R + (ψ R ⬝ᵥ H' *ᵥ ψ R + ψ R ⬝ᵥ H R *ᵥ ψ')) R := by
    have h : HasDerivAt (fun r => ∑ i, ψ r i * (H r *ᵥ ψ r) i)
        (∑ i, (ψ' i * (H R *ᵥ ψ R) i
          + ψ R i * ((H' *ᵥ ψ R) i + (H R *ᵥ ψ') i))) R :=
      HasDerivAt.fun_sum fun i _ => (hψ i).fun_mul (hasDerivAt_mulVec hH hψ i)
    refine h.congr_deriv ?_
    simp only [dotProduct, mul_add, Finset.sum_add_distrib]
  have hden : HasDerivAt (fun r => ψ r ⬝ᵥ ψ r) (2 * (ψ R ⬝ᵥ ψ')) R := by
    have h : HasDerivAt (fun r => ∑ i, ψ r i * ψ r i)
        (∑ i, (ψ' i * ψ R i + ψ R i * ψ' i)) R :=
      HasDerivAt.fun_sum fun i _ => (hψ i).fun_mul (hψ i)
    refine h.congr_deriv ?_
    simp only [dotProduct, Finset.mul_sum]
    exact Finset.sum_congr rfl fun i _ => by ring
  -- quotient rule, compared with the two Monte Carlo averages
  refine (hnum.fun_div hden hN).congr_deriv ?_
  rw [mean_deriv_localEnergy hs hH hψ h0, hg, cov_localEnergy (H R) h0 ψ',
    dot_symm hs (ψ R) ψ']
  simp only [rayleigh]
  have h : (ψ R ⬝ᵥ ψ R) * (ψ R ⬝ᵥ ψ R)⁻¹ = 1 := mul_inv_cancel₀ hN
  linear_combination ((2 * (ψ' ⬝ᵥ H R *ᵥ ψ R) + ψ R ⬝ᵥ H' *ᵥ ψ R)
    * (ψ R ⬝ᵥ ψ R)⁻¹) * h
```

A two-configuration example shows what a zero entry does. Take the constant symmetric matrix H with rows (0, 1) and (1, 0), and ψ(r) = (1, r). Then Q = 2r/(1 + r²), whose derivative at r = 0 is 2. At that point the second configuration has weight zero, so sampling sees only the first, where E_L(1) = r. The average of dE_L/dR is 1 and the covariance is 0, so the formula would give 1. For r ≠ 0, the second configuration contributes −1/(1 + r²) to the average of dE_L/dR and 1/(1 + r²) to the average of the product E_L d ln|ψ|/dR in the covariance. As r → 0 these contributions tend to −1 and 1, although the weight of the configuration tends to zero. With the factor 2 in front of the covariance they add up to −1 + 2 = 1, which is exactly what the formula misses at r = 0.

## The error of the Hellmann-Feynman term

Subtracting the Hellmann-Feynman term from dQ/dR leaves twice the covariance. With var(f) = cov(f, f), the Cauchy-Schwarz inequality bounds the square of this difference:

(dQ/dR − ⟨ψ, H'ψ⟩/⟨ψ, ψ⟩)² ≤ 4 var(E_L) var(d ln|ψ|/dR).

The error is therefore small when the local energy fluctuates little and the logarithmic derivative has bounded variance. It vanishes if ψ(R) is an eigenvector of H(R).

```lean
/-- If `H R` is symmetric and `ψ R` has no zero entries, the squared difference between the energy
derivative and the Hellmann-Feynman term is at most four times the variance of the local energy
times the variance of `d ln |ψ| / dR`. -/
theorem hellmannFeynman_error_sq_le [Nonempty n] (hs : (H R).IsSymm)
    (hH : ∀ i j, HasDerivAt (fun r => H r i j) (H' i j) R)
    (hψ : ∀ i, HasDerivAt (fun r => ψ r i) (ψ' i) R) (h0 : ∀ i, ψ R i ≠ 0) :
    (deriv (fun r => rayleigh (H r) (ψ r)) R - rayleigh H' (ψ R)) ^ 2 ≤
      4 * (cov (ψ R) (localEnergy (H R) (ψ R)) (localEnergy (H R) (ψ R))
        * cov (ψ R) (fun i => deriv (fun r => Real.log |ψ r i|) R)
            (fun i => deriv (fun r => Real.log |ψ r i|) R)) := by
  rw [(hasDerivAt_rayleigh hs hH hψ h0).deriv, mean_deriv_localEnergy hs hH hψ h0,
    add_sub_cancel_left, mul_pow]
  have h := cov_sq_le h0 (localEnergy (H R) (ψ R))
    (fun i => deriv (fun r => Real.log |ψ r i|) R)
  linarith
```

## An eigenvector throughout a neighbourhood

Being an eigenvector at R alone removes the covariance, but dE_L(i)/dR may still vary with i. Suppose instead that H(r)ψ(r) = E(r)ψ(r) for all r near R. By continuity each ψ_i(r) stays nonzero close to R, so E_L(i) = E(r) there for every i. All the derivatives dE_L(i)/dR are then the same number. A constant equals its own average, which is already known, so

dE_L(i)/dR = ⟨ψ, H'ψ⟩/⟨ψ, ψ⟩ for every i.

The derivative of the local energy thus has zero variance over the configurations. In Lean, `∀ᶠ r in 𝓝 R` expresses "for all r near R", and `hd` states that the derivatives agree.

```lean
/-- If `H R` is symmetric, `ψ R` has no zero entries and `ψ r` is an eigenvector of `H r` for all
`r` near `R`, the local energy has the same derivative `⟨ψ, H' ψ⟩ / ⟨ψ, ψ⟩` on every configuration.
-/
theorem zero_variance_force [Nonempty n] {E : ℝ → ℝ} (hs : (H R).IsSymm)
    (hH : ∀ i j, HasDerivAt (fun r => H r i j) (H' i j) R)
    (hψ : ∀ i, HasDerivAt (fun r => ψ r i) (ψ' i) R) (h0 : ∀ i, ψ R i ≠ 0)
    (hE : ∀ᶠ r in 𝓝 R, H r *ᵥ ψ r = E r • ψ r) (i : n) :
    HasDerivAt (fun r => localEnergy (H r) (ψ r) i) (rayleigh H' (ψ R)) R := by
  -- near `R` every local energy coincides with the eigenvalue
  have hd : ∀ j, deriv (fun r => localEnergy (H r) (ψ r) j) R = deriv E R := by
    intro j
    apply Filter.EventuallyEq.deriv_eq
    filter_upwards [hE, (hψ j).continuousAt.eventually_ne (h0 j)] with r hr hj
    exact localEnergy_eigen hr hj
  have hm := mean_deriv_localEnergy hs hH hψ h0
  simp only [hd] at hm
  rw [mean_const h0] at hm
  exact (hasDerivAt_localEnergy hH hψ (h0 i)).differentiableAt.hasDerivAt.congr_deriv
    ((hd i).trans hm)

end

end LocalEnergyForce
```

```lean
#print axioms LocalEnergyForce.cov_eq_zero_of_eigenvector
-- 'LocalEnergyForce.cov_eq_zero_of_eigenvector' depends on axioms: [propext, Classical.choice, Quot.sound]
#print axioms LocalEnergyForce.hasDerivAt_localEnergy
-- 'LocalEnergyForce.hasDerivAt_localEnergy' depends on axioms: [propext, Classical.choice, Quot.sound]
#print axioms LocalEnergyForce.hellmannFeynman_error_sq_le
-- 'LocalEnergyForce.hellmannFeynman_error_sq_le' depends on axioms: [propext, Classical.choice, Quot.sound]
#print axioms LocalEnergyForce.zero_variance_force
-- 'LocalEnergyForce.zero_variance_force' depends on axioms: [propext, Classical.choice, Quot.sound]
```
